# Parity functions diagonalise the hypercube adjacency matrix: levels d − 2k with multiplicity C(d, k)

## Eight equivalent sites and an arbitrary basis

Take a cube of eight equivalent sites, with equal nonzero hopping along the edges and none along the diagonals. Diagonalise its hopping matrix numerically, and the solver finds four levels, two of them threefold. Within a threefold level it may return any orthonormal basis, so the coefficients can look patternless and can change when the sites are renumbered. Nor does the output for the cube give the levels in higher dimension, where the matrix has 2^d rows.

Labelling the vertices by signs removes both difficulties. Products of the signs are eigenfunctions in every dimension, and counting them gives the multiplicities.

In a non-interacting tight-binding (Hückel) model with one orbital per vertex, on-site energy α and equal hopping β ≠ 0 along every edge, the orbital energies are α + βμ, where μ runs over the eigenvalues found here.

## Vertices, edges and parity functions

Let ι be a finite set of d coordinates. A vertex s assigns a sign s_i = ±1 to each i in ι. The adjacency matrix A has A(s, t) = 1 if s and t differ in exactly one coordinate, and 0 otherwise. For a subset S of ι, with |S| elements, the parity function is

χ_S(s) = ∏_{i∈S} s_i,

and the overlap of two real functions on the vertices is

⟨f, g⟩ = ∑_s f(s) g(s).

In Lean, a vertex is a function `ι → ℤˣ`, since the invertible integers are exactly 1 and −1. The edge condition is `hammingDist s t = 1`, the number d is `Fintype.card ι`, and χ_S is `chi S` with `S : Finset ι`. The symbols `*ᵥ` and `⬝ᵥ` stand for matrix times vector and for the overlap.

The theorems say the following.

- `adjacency_mulVec_chi`: A χ_S = (d − 2|S|) χ_S.
- `chi_orthogonal`: ⟨χ_S, χ_T⟩ is 2^d if S = T and 0 otherwise. The normalised functions are therefore 2^(−d/2) χ_S.
- `chi_basis`: the parity functions are linearly independent and span all real functions on the vertices.
- `multiplicity`: the eigenspace of d − 2k has dimension C(d, k). This is the full eigenspace, not a count of known eigenvectors; for k > d both numbers are zero.
- `hasEigenvalue_iff`: the eigenvalues are exactly d − 2k with 0 ≤ k ≤ d.
- `cube_levels`: for `Fin 3`, the levels 3, 1, −1, −3 have multiplicities 1, 3, 3, 1.

The entries 0 and 1 encode a physical assumption: every edge carries the same hopping, and there is none along face or body diagonals. Site-dependent energies, overlap between neighbouring orbitals and electron repulsion are absent.

## From one sign reversal to the whole spectrum

Write F_i s for the vertex s with its i-th sign reversed. The neighbours of s are the vertices F_i s, all different for different i, so

(A f)(s) = ∑_i f(F_i s).

Reversing s_i multiplies χ_S by −1 if i is in S and by 1 if it is not. There are |S| coordinates of the first kind and d − |S| of the second, hence

(A χ_S)(s) = [(d − |S|) − |S|] χ_S(s) = (d − 2|S|) χ_S(s).

For orthogonality, let S ≠ T and choose i in exactly one of them. The map s ↦ F_i s permutes the vertices and reverses the sign of χ_S χ_T, so

⟨χ_S, χ_T⟩ = −⟨χ_S, χ_T⟩ = 0.

If S = T, each of the 2^d terms in the sum is 1.

For completeness, expand a product over the coordinates:

∑_S χ_S(s) χ_S(t) = ∏_i (s_i t_i + 1).

If s = t, every factor is 2 and the product is 2^d. Otherwise some s_i t_i = −1, and the product vanishes. Multiplying by f(t), summing over t and dividing by 2^d gives

f = ∑_S (⟨χ_S, f⟩ / 2^d) χ_S.

So the parity functions span. They are independent because the overlap of ∑_S g_S χ_S = 0 with χ_T reads 2^d g_T = 0.

Now let A f = μ f. Since A is symmetric,

μ ⟨χ_S, f⟩ = ⟨χ_S, A f⟩ = ⟨A χ_S, f⟩ = (d − 2|S|) ⟨χ_S, f⟩.

Thus f has no component along χ_S unless μ = d − 2|S|. For μ = d − 2k only the sets with k elements survive. Their C(d, k) parity functions are independent and lie in the eigenspace, so they form a basis of it. If μ is none of these numbers, every component vanishes and f = 0. Conversely, C(d, k) is positive for 0 ≤ k ≤ d, so each of these levels occurs.

For the cube, with coordinates 0, 1, 2, the eigenfunctions are:

level 3: 1
level 1: s₀, s₁, s₂
level −1: s₀s₁, s₀s₂, s₁s₂
level −3: s₀s₁s₂

## The Lean file

```lean
import Mathlib

open Matrix

namespace HypercubeLevels

noncomputable section

variable {ι : Type*} [Fintype ι] [DecidableEq ι]

/-- The adjacency matrix of the hypercube: two sign vectors are joined when they differ in
exactly one coordinate. -/
def adjacency (ι : Type*) [Fintype ι] [DecidableEq ι] : Matrix (ι → ℤˣ) (ι → ℤˣ) ℝ :=
  Matrix.of fun s t => if hammingDist s t = 1 then 1 else 0

/-- The vertex reached from `s` by reversing its `i`-th sign. -/
def flipSign (i : ι) (s : ι → ℤˣ) : ι → ℤˣ := Function.update s i (-s i)

/-- The parity function of a set `S` of coordinates: the product of the signs `s i` over `S`. -/
def chi (S : Finset ι) : (ι → ℤˣ) → ℝ := fun s => ∏ i ∈ S, ((s i : ℤ) : ℝ)

/-- The adjacency matrix sums a function over all vertices reached by one sign reversal. -/
theorem adjacency_mulVec (f : (ι → ℤˣ) → ℝ) (s : ι → ℤˣ) :
    (adjacency ι *ᵥ f) s = ∑ i, f (flipSign i s) := by
  have hopp : ∀ u v : ℤˣ, u ≠ v → v = -u := by decide
  have hself : ∀ u : ℤˣ, u ≠ -u := by decide
  -- the neighbours of `s` are exactly its single sign reversals
  have himg : Finset.univ.filter (fun t => hammingDist s t = 1)
      = Finset.univ.image (fun i => flipSign i s) := by
    ext t
    simp only [Finset.mem_filter, Finset.mem_univ, true_and, Finset.mem_image, hammingDist,
      Finset.card_eq_one]
    constructor
    · rintro ⟨i, hi⟩
      refine ⟨i, funext fun j => ?_⟩
      have hj : s j ≠ t j ↔ j = i := by simpa using Finset.ext_iff.1 hi j
      by_cases hji : j = i
      · have hne := hj.2 hji
        subst hji
        rw [flipSign, Function.update_self]
        exact (hopp _ _ hne).symm
      · have hst : s j = t j := not_not.1 (mt hj.1 hji)
        rw [flipSign, Function.update_of_ne hji, hst]
    · rintro ⟨i, rfl⟩
      refine ⟨i, ?_⟩
      ext j
      simp only [Finset.mem_filter, Finset.mem_univ, true_and, Finset.mem_singleton]
      by_cases hji : j = i
      · subst hji
        simp [flipSign, hself]
      · simp [flipSign, hji]
  calc (adjacency ι *ᵥ f) s = ∑ t, (if hammingDist s t = 1 then (1 : ℝ) else 0) * f t := rfl
    _ = ∑ t ∈ Finset.univ.filter (fun t => hammingDist s t = 1), f t := by
        simp only [ite_mul, one_mul, zero_mul, Finset.sum_filter]
    _ = ∑ i, f (flipSign i s) := by
        rw [himg, Finset.sum_image]
        intro i _ j _ h
        by_contra hij
        have h1 : -s i = s i := by simpa [flipSign, hij] using congrFun h i
        exact hself (s i) h1.symm

omit [Fintype ι] in
/-- Reversing the `i`-th sign changes the sign of `chi S` if `i` lies in `S`, and leaves it
unchanged otherwise. -/
theorem chi_flipSign (S : Finset ι) (i : ι) (s : ι → ℤˣ) :
    chi S (flipSign i s) = (if i ∈ S then -1 else 1) * chi S s := by
  have h : ∀ j, ((flipSign i s j : ℤ) : ℝ) = (if j = i then -1 else 1) * ((s j : ℤ) : ℝ) := by
    intro j
    by_cases hj : j = i
    · subst hj
      simp [flipSign]
    · simp [flipSign, hj]
  simp only [chi, h, Finset.prod_mul_distrib, Finset.prod_ite_eq']

/-- Each parity function is an eigenfunction of the adjacency matrix, with eigenvalue
`d - 2 card S` on the `d`-dimensional hypercube. -/
theorem adjacency_mulVec_chi (S : Finset ι) :
    adjacency ι *ᵥ chi S = ((Fintype.card ι : ℝ) - 2 * (S.card : ℝ)) • chi S := by
  funext s
  rw [adjacency_mulVec]
  simp only [chi_flipSign, ← Finset.sum_mul, Pi.smul_apply, smul_eq_mul]
  congr 1
  have h : ∀ i, (if i ∈ S then (-1 : ℝ) else 1) = 1 - 2 * (if i ∈ S then 1 else 0) := by
    intro i
    split_ifs <;> norm_num
  simp only [h, Finset.sum_sub_distrib, ← Finset.mul_sum]
  simp

/-- Distinct parity functions are orthogonal, and each has squared norm `2 ^ d`. -/
theorem chi_orthogonal (S T : Finset ι) :
    chi S ⬝ᵥ chi T = if S = T then 2 ^ Fintype.card ι else 0 := by
  change ∑ s, chi S s * chi T s = _
  split_ifs with h
  · subst h
    have h1 : ∀ s, chi S s * chi S s = 1 := by
      intro s
      simp only [chi, ← Finset.prod_mul_distrib]
      refine Finset.prod_eq_one fun i _ => ?_
      rcases Int.units_eq_one_or (s i) with h | h <;> simp [h]
    have h2 : Fintype.card ℤˣ = 2 := rfl
    simp only [h1]
    rw [Finset.sum_const, Finset.card_univ, Fintype.card_fun, h2]
    simp
  · -- reverse a sign that belongs to only one of the two sets
    obtain ⟨i, hi⟩ : ∃ i, ¬(i ∈ S ↔ i ∈ T) := by
      by_contra hc
      exact h (Finset.ext fun i => by_contra fun hi => hc ⟨i, hi⟩)
    have hinv : Function.Involutive (flipSign i) := by
      intro s
      simp [flipSign]
    have hneg : ∀ s, chi S (flipSign i s) * chi T (flipSign i s) = -(chi S s * chi T s) := by
      intro s
      rw [chi_flipSign, chi_flipSign]
      by_cases hS : i ∈ S <;> by_cases hT : i ∈ T <;> simp [hS, hT] at hi ⊢
    have hsum : ∑ s, chi S s * chi T s = -∑ s, chi S s * chi T s :=
      calc ∑ s, chi S s * chi T s = ∑ s, chi S (flipSign i s) * chi T (flipSign i s) :=
            (Equiv.sum_comp hinv.toPerm (fun s => chi S s * chi T s)).symm
        _ = -∑ s, chi S s * chi T s := by simp only [hneg, Finset.sum_neg_distrib]
    linarith

/-- Every function on the vertices is the sum of its components along the parity functions. -/
theorem chi_expansion (f : (ι → ℤˣ) → ℝ) :
    f = ∑ S, ((chi S ⬝ᵥ f) / 2 ^ Fintype.card ι) • chi S := by
  -- completeness, from expanding the product of `s i * t i + 1`
  have hc : ∀ s t : ι → ℤˣ,
      ∑ S, chi S s * chi S t = if s = t then 2 ^ Fintype.card ι else 0 := by
    intro s t
    have h : ∑ S, chi S s * chi S t = ∏ i, (((s i : ℤ) : ℝ) * ((t i : ℤ) : ℝ) + 1) := by
      rw [Finset.prod_add]
      simp [chi, Finset.prod_mul_distrib]
    rw [h]
    split_ifs with hst
    · subst hst
      have h2 : ∀ i, ((s i : ℤ) : ℝ) * ((s i : ℤ) : ℝ) + 1 = 2 := by
        intro i
        rcases Int.units_eq_one_or (s i) with h | h <;> norm_num [h]
      simp only [h2, Finset.prod_const, Finset.card_univ]
    · obtain ⟨i, hi⟩ := Function.ne_iff.1 hst
      apply Finset.prod_eq_zero (Finset.mem_univ i)
      rcases Int.units_eq_one_or (s i) with h1 | h1 <;>
        rcases Int.units_eq_one_or (t i) with h2 | h2 <;> simp [h1, h2] at hi ⊢
  funext s
  simp only [Finset.sum_apply, Pi.smul_apply, smul_eq_mul]
  have h : ∑ S, (chi S ⬝ᵥ f) / 2 ^ Fintype.card ι * chi S s
      = (∑ t, (∑ S, chi S t * chi S s) * f t) / 2 ^ Fintype.card ι := by
    simp only [dotProduct, Finset.sum_mul, Finset.sum_div]
    rw [Finset.sum_comm]
    exact Finset.sum_congr rfl fun t _ => Finset.sum_congr rfl fun S _ => by ring
  rw [h]
  simp only [hc, ite_mul, zero_mul, Finset.sum_ite_eq', Finset.mem_univ, if_true]
  field_simp

/-- The parity functions form a basis of the functions on the vertices: they are linearly
independent and span the whole space. -/
theorem chi_basis : LinearIndependent ℝ (chi : Finset ι → (ι → ℤˣ) → ℝ) ∧
    Submodule.span ℝ (Set.range (chi : Finset ι → (ι → ℤˣ) → ℝ)) = ⊤ := by
  constructor
  · rw [Fintype.linearIndependent_iff]
    intro g hg T
    have h : ∑ S, g S * (chi T ⬝ᵥ chi S) = 0 :=
      calc ∑ S, g S * (chi T ⬝ᵥ chi S) = chi T ⬝ᵥ ∑ S, g S • chi S := by
            simp only [dotProduct, Finset.sum_apply, Pi.smul_apply, smul_eq_mul, Finset.mul_sum]
            rw [Finset.sum_comm]
            exact Finset.sum_congr rfl fun t _ => Finset.sum_congr rfl fun S _ => by ring
        _ = 0 := by rw [hg, dotProduct_zero]
    simpa [chi_orthogonal] using h
  · rw [eq_top_iff]
    intro f _
    rw [chi_expansion f]
    exact Submodule.sum_mem _ fun S _ =>
      Submodule.smul_mem _ _ (Submodule.subset_span ⟨S, rfl⟩)

/-- An eigenfunction with eigenvalue `μ` is orthogonal to every parity function whose
eigenvalue differs from `μ`. -/
theorem chi_dotProduct_eq_zero {f : (ι → ℤˣ) → ℝ} {μ : ℝ} (hf : adjacency ι *ᵥ f = μ • f)
    (S : Finset ι) (hS : μ ≠ (Fintype.card ι : ℝ) - 2 * (S.card : ℝ)) : chi S ⬝ᵥ f = 0 := by
  have hsymm : (adjacency ι)ᵀ = adjacency ι := by
    ext s t
    change (if hammingDist t s = 1 then (1 : ℝ) else 0) = if hammingDist s t = 1 then 1 else 0
    rw [hammingDist_comm]
  have h : chi S ⬝ᵥ (adjacency ι *ᵥ f) = (adjacency ι *ᵥ chi S) ⬝ᵥ f := by
    rw [Matrix.dotProduct_mulVec, ← Matrix.vecMul_transpose, hsymm]
  rw [hf, adjacency_mulVec_chi, dotProduct_smul, smul_dotProduct, smul_eq_mul, smul_eq_mul] at h
  exact (mul_eq_mul_right_iff.1 h).resolve_left hS

/-- The eigenspace of the level `d - 2 k` has dimension `d` choose `k`. -/
theorem multiplicity (k : ℕ) :
    Module.finrank ℝ (Module.End.eigenspace (Matrix.toLin' (adjacency ι))
      ((Fintype.card ι : ℝ) - 2 * (k : ℝ))) = (Fintype.card ι).choose k := by
  -- the eigenspace is spanned by the parity functions of the `k`-element sets
  have hspan : Module.End.eigenspace (Matrix.toLin' (adjacency ι))
      ((Fintype.card ι : ℝ) - 2 * (k : ℝ))
      = Submodule.span ℝ (Set.range fun S : {S : Finset ι // S.card = k} => chi S.1) := by
    apply le_antisymm
    · intro f hf
      rw [Module.End.mem_eigenspace_iff, Matrix.toLin'_apply] at hf
      rw [chi_expansion f]
      refine Submodule.sum_mem _ fun S _ => ?_
      by_cases hS : S.card = k
      · exact Submodule.smul_mem _ _ (Submodule.subset_span ⟨⟨S, hS⟩, rfl⟩)
      · have hne : (Fintype.card ι : ℝ) - 2 * (k : ℝ) ≠ Fintype.card ι - 2 * (S.card : ℝ) := by
          intro h
          have h' : (S.card : ℝ) = k := by linarith
          exact hS (by exact_mod_cast h')
        rw [chi_dotProduct_eq_zero hf S hne, zero_div, zero_smul]
        exact Submodule.zero_mem _
    · rw [Submodule.span_le]
      rintro _ ⟨⟨S, hS⟩, rfl⟩
      rw [SetLike.mem_coe, Module.End.mem_eigenspace_iff, Matrix.toLin'_apply]
      have h := adjacency_mulVec_chi S
      rw [hS] at h
      exact h
  have hli : LinearIndependent ℝ (fun S : {S : Finset ι // S.card = k} => chi S.1) :=
    chi_basis.1.comp _ Subtype.val_injective
  rw [hspan, finrank_span_eq_card hli, Fintype.card_finset_len]

/-- The eigenvalues of the `d`-dimensional hypercube are exactly the numbers `d - 2 k` with
`k` from `0` to `d`. -/
theorem hasEigenvalue_iff (μ : ℝ) :
    Module.End.HasEigenvalue (Matrix.toLin' (adjacency ι)) μ ↔
      ∃ k : ℕ, k ≤ Fintype.card ι ∧ μ = (Fintype.card ι : ℝ) - 2 * (k : ℝ) := by
  constructor
  · intro h
    obtain ⟨f, hf⟩ := h.exists_hasEigenvector
    have hf' : adjacency ι *ᵥ f = μ • f := by
      simpa only [Matrix.toLin'_apply] using hf.apply_eq_smul
    by_contra hc
    apply hf.2
    rw [chi_expansion f]
    refine Finset.sum_eq_zero fun S _ => ?_
    rw [chi_dotProduct_eq_zero hf' S fun hμ => hc ⟨S.card, Finset.card_le_univ S, hμ⟩,
      zero_div, zero_smul]
  · rintro ⟨k, hk, rfl⟩ hbot
    -- a level with trivial eigenspace would have multiplicity zero
    have h := multiplicity (ι := ι) k
    have hbot' : Module.End.eigenspace (Matrix.toLin' (adjacency ι))
        ((Fintype.card ι : ℝ) - 2 * (k : ℝ)) = ⊥ := hbot
    rw [hbot', finrank_bot] at h
    exact (Nat.choose_pos hk).ne h

/-- The cube has levels `3, 1, -1, -3` with multiplicities `1, 3, 3, 1`. -/
theorem cube_levels :
    Module.finrank ℝ (Module.End.eigenspace (Matrix.toLin' (adjacency (Fin 3))) 3) = 1 ∧
    Module.finrank ℝ (Module.End.eigenspace (Matrix.toLin' (adjacency (Fin 3))) 1) = 3 ∧
    Module.finrank ℝ (Module.End.eigenspace (Matrix.toLin' (adjacency (Fin 3))) (-1)) = 3 ∧
    Module.finrank ℝ (Module.End.eigenspace (Matrix.toLin' (adjacency (Fin 3))) (-3)) = 1 := by
  have h : ∀ (k : ℕ) (μ : ℝ), μ = 3 - 2 * (k : ℝ) → Module.finrank ℝ
      (Module.End.eigenspace (Matrix.toLin' (adjacency (Fin 3))) μ) = Nat.choose 3 k := by
    intro k μ hμ
    have e : μ = (Fintype.card (Fin 3) : ℝ) - 2 * (k : ℝ) := by
      rw [hμ, Fintype.card_fin]
      norm_num
    rw [e, multiplicity, Fintype.card_fin]
  exact ⟨h 0 3 (by norm_num), h 1 1 (by norm_num), h 2 (-1) (by norm_num),
    h 3 (-3) (by norm_num)⟩

end

end HypercubeLevels
```

```lean
#print axioms HypercubeLevels.adjacency_mulVec_chi
-- 'HypercubeLevels.adjacency_mulVec_chi' depends on axioms: [propext, Classical.choice, Quot.sound]
#print axioms HypercubeLevels.hasEigenvalue_iff
-- 'HypercubeLevels.hasEigenvalue_iff' depends on axioms: [propext, Classical.choice, Quot.sound]
#print axioms HypercubeLevels.cube_levels
-- 'HypercubeLevels.cube_levels' depends on axioms: [propext, Classical.choice, Quot.sound]
```

## How the lemmas follow the derivation

`adjacency_mulVec` proves the neighbour sum. Its step `himg` identifies the vertices at Hamming distance one with the image of `flipSign`; `Finset.sum_image` then turns the sum over neighbours into a sum over coordinates, once different coordinates are shown to give different neighbours. `chi_flipSign` supplies the factor ±1, and `adjacency_mulVec_chi` writes that factor as 1 − 2·(indicator of S) before summing.

In `chi_orthogonal`, `hinv` says that reversing a sign twice restores the vertex, so `Equiv.sum_comp` may reorder the sum. The overlap then equals its own negative, and `linarith` concludes that it is zero.

`chi_expansion` proves completeness as `hc` and exchanges the two sums. `chi_basis` reads off independence from orthogonality and spanning from the expansion.

`chi_dotProduct_eq_zero` is the symmetry argument, with `hsymm` moving A across the overlap. `multiplicity` uses it to show that the eigenspace equals the span of the parity functions of k-element sets, by two inclusions, and then counts those sets. `hasEigenvalue_iff` uses the expansion in one direction and the positive binomial coefficient in the other. `cube_levels` inserts k = 0, 1, 2, 3.

## `Finset.prod_add` as the source of completeness

The expansion turns on `Finset.prod_add`. It rewrites a product of sums f i + g i as a sum over subsets: each subset contributes the product of f over its members times the product of g over the remaining indices. Here f i is s_i t_i and g i is 1, so the second product disappears and the first is χ_S(s) χ_S(t). The subsets produced by the lemma are the very labels S of the parity functions, and no induction on d is needed.

## A degenerate level on the square

The vanishing overlap in `chi_dotProduct_eq_zero` needs the hypothesis `hS`, that μ differs from the level of χ_S. Take d = 2 with coordinates 0 and 1, and let f(s) = s₀ + s₁. Both terms have level 0, so A f = 0. For S = {0}, whose level is also 0,

⟨χ_S, f⟩ = ∑_s s₀(s₀ + s₁) = 4.

Without `hS` the conclusion is false. The same f shows that an eigenfunction in a degenerate level may be a mixture of parity functions.
